# For $N$ spins one half, the kernel of $S_+$ at $k\le (N+1)/2$ down spins has dimension $\binom{N}{k}-\binom{N}{k-1}$

A state of $N$ spins one half is a complex amplitude $\psi(A)$ for each set $A$ of down spins; here the word covers every such vector, normalised or not, including zero. With $\hbar=1$,

$$(S_+\psi)(A)=\sum_{i\notin A}\psi(A\cup\{i\}),\qquad (S_-\psi)(A)=\sum_{i\in A}\psi(A\setminus\{i\}),$$

$$(S_z\psi)(A)=\left(\tfrac N2-|A|\right)\psi(A).$$

The sector $V_k$ holds the states supported on sets of size $k$, so $S_z$ has the eigenvalue $M=N/2-k$ there. The overlap is $\langle\phi|\psi\rangle=\sum_A\overline{\phi(A)}\,\psi(A)$, and $\|\psi\|^2=\langle\psi|\psi\rangle$.

## Surjectivity and the kernel dimension

If $2k<N$, then $S_+V_{k+1}=V_k$; for $k\le N$ the condition is also necessary. Consequently, for $2k\le N+1$, which includes every $M\ge0$,

$$\dim\ker(S_+|_{V_k})=\binom Nk-\binom N{k-1},\qquad \binom N{-1}=0.$$

For $N=2n$ and $k=n$ this is the Catalan number $C_n$.

## Sizing a spin-adapted basis

In spin-adapted configuration interaction, the kernel dimension at $M\ge0$ is the number of linearly independent spin functions with total spin $S=M$ and $S_z$ eigenvalue $M$ for $N$ singly occupied orbitals; the model covers only their spin part. The link to $S$ is the textbook identity $S^2=S_-S_++S_z(S_z+1)$.

A code can store $A$ as a bitstring and build the matrix of $S_+$ from $V_k$ to $V_{k-1}$, with a 1 wherever clearing one down bit of the column string gives the row string. For $N=4$, $k=2$ the matrix is $4\times6$, with rank 4 and nullity 2: two singlets. A different numerical rank points to an indexing error or a poor rank threshold.

## From the commutator to the count

Applying $S_-$ and $S_+$ in either order gives the same sum over flips of two different spins,
$$X=\sum_{i\notin A}\sum_{j\in A}\psi((A\setminus\{j\})\cup\{i\}).$$
Flipping the same spin twice restores $A$, so
$$(S_+S_-\psi)(A)=(N-|A|)\psi(A)+X,\qquad (S_-S_+\psi)(A)=|A|\psi(A)+X.$$
Hence $[S_+,S_-]=2S_z$.

Substituting $B=A\cup\{i\}$ shows that $S_-$ is the adjoint of $S_+$:
$$\langle\phi|S_+\psi\rangle=\sum_B\sum_{i\in B}\overline{\phi(B\setminus\{i\})}\,\psi(B)=\langle S_-\phi|\psi\rangle.$$

For $\psi\in V_k$ these two facts give
$$\|S_-\psi\|^2=\langle\psi|S_+S_-\psi\rangle=\|S_+\psi\|^2+(N-2k)\|\psi\|^2.$$

Let $2k<N$. If $S_+S_-\psi=0$, the left side vanishes, so $\psi=0$. Thus $S_+S_-$ is injective on the finite-dimensional space $V_k$, hence surjective. Every $\phi\in V_k$ is then $S_+(S_-\psi)$ for some $\psi\in V_k$, with $S_-\psi\in V_{k+1}$.

Since $\dim V_k=\binom Nk$, surjectivity from $V_k$ to $V_{k-1}$ and rank–nullity give the formula for $k\ge1$. For $k=0$, $S_+$ annihilates the one-dimensional sector.

Conversely, surjectivity requires $\binom Nk\le\binom N{k+1}$. As $(k+1)\binom N{k+1}=(N-k)\binom Nk$ and $\binom Nk>0$ for $k\le N$, we get $k+1\le N-k$, that is, $2k<N$.

Finally, for $n\ge1$, $\binom{2n}{n-1}=\frac n{n+1}\binom{2n}n$, so the difference is $\frac1{n+1}\binom{2n}n=C_n$. For $n=0$ both sides are 1.

## The Lean file

```lean
import Mathlib

open Module
open scoped ComplexConjugate

namespace SpinHighestWeight

noncomputable section

/-- A state of `N` spins one half: an amplitude for every set of down spins. -/
abbrev State (N : ℕ) := Finset (Fin N) → ℂ

/-- The total raising operator `S+`, which turns one down spin up in all possible ways. -/
def raising (N : ℕ) : State N →ₗ[ℂ] State N where
  toFun ψ A := ∑ i ∈ Aᶜ, ψ (insert i A)
  map_add' φ ψ := by ext A; simp [Finset.sum_add_distrib]
  map_smul' c ψ := by ext A; simp [Finset.mul_sum]

/-- The total lowering operator `S-`, which turns one up spin down in all possible ways. -/
def lowering (N : ℕ) : State N →ₗ[ℂ] State N where
  toFun ψ A := ∑ i ∈ A, ψ (A.erase i)
  map_add' φ ψ := by ext A; simp [Finset.sum_add_distrib]
  map_smul' c ψ := by ext A; simp [Finset.mul_sum]

/-- The total `Sz`, diagonal with value `N/2` minus the number of down spins. -/
def spinZ (N : ℕ) : State N →ₗ[ℂ] State N where
  toFun ψ A := ((N : ℂ) / 2 - A.card) * ψ A
  map_add' φ ψ := by ext A; simp [mul_add]
  map_smul' c ψ := by ext A; simp only [Pi.smul_apply, smul_eq_mul, RingHom.id_apply]; ring

/-- The sector of states with exactly `k` down spins. -/
def sector (N k : ℕ) : Submodule ℂ (State N) where
  carrier := {ψ | ∀ A, A.card ≠ k → ψ A = 0}
  zero_mem' := fun _ _ => rfl
  add_mem' := fun hφ hψ A hA => by rw [Pi.add_apply, hφ A hA, hψ A hA, add_zero]
  smul_mem' := fun c ψ hψ A hA => by rw [Pi.smul_apply, hψ A hA, smul_zero]

/-- The kernel of `S+` within the sector with `k` down spins. -/
def highestWeight (N k : ℕ) : Submodule ℂ (sector N k) :=
  LinearMap.ker ((raising N).domRestrict (sector N k))

/-- The overlap `⟨φ|ψ⟩` of two states. -/
def overlap {N : ℕ} (φ ψ : State N) : ℂ := ∑ A, conj (φ A) * ψ A

/-- The sector with `k` down spins is the eigenspace of `Sz` for `M = N/2 - k`. -/
theorem mem_sector_iff {N k : ℕ} (ψ : State N) :
    ψ ∈ sector N k ↔ spinZ N ψ = ((N : ℂ) / 2 - k) • ψ := by
  constructor
  · intro h
    ext A
    change ((N : ℂ) / 2 - A.card) * ψ A = ((N : ℂ) / 2 - k) * ψ A
    by_cases hA : A.card = k
    · rw [hA]
    · rw [h A hA, mul_zero, mul_zero]
  · intro h A hA
    have e : ((N : ℂ) / 2 - A.card) * ψ A = ((N : ℂ) / 2 - k) * ψ A := congrFun h A
    have e' : ((k : ℂ) - A.card) * ψ A = 0 := by linear_combination e
    rcases mul_eq_zero.mp e' with h | h
    · exact absurd (by exact_mod_cast (sub_eq_zero.mp h).symm) hA
    · exact h

/-- The angular momentum relation `[S+, S-] = 2 Sz`. -/
theorem commutator (N : ℕ) (ψ : State N) :
    raising N (lowering N ψ) - lowering N (raising N ψ) = (2 : ℂ) • spinZ N ψ := by
  ext A
  -- flipping the same spin twice restores `A`; flips of different spins commute
  have h1 : raising N (lowering N ψ) A =
      ∑ i ∈ Aᶜ, (ψ A + ∑ j ∈ A, ψ (insert i (A.erase j))) := by
    change ∑ i ∈ Aᶜ, ∑ j ∈ insert i A, ψ ((insert i A).erase j) = _
    refine Finset.sum_congr rfl fun i hi => ?_
    have hiA : i ∉ A := Finset.mem_compl.mp hi
    rw [Finset.sum_insert hiA, Finset.erase_insert hiA]
    congr 1
    refine Finset.sum_congr rfl fun j hj => ?_
    have hij : i ≠ j := fun e => hiA (e ▸ hj)
    rw [Finset.erase_insert_of_ne hij]
  have h2 : lowering N (raising N ψ) A =
      ∑ j ∈ A, (ψ A + ∑ i ∈ Aᶜ, ψ (insert i (A.erase j))) := by
    change ∑ j ∈ A, ∑ i ∈ (A.erase j)ᶜ, ψ (insert i (A.erase j)) = _
    refine Finset.sum_congr rfl fun j hj => ?_
    have hjA : j ∉ Aᶜ := fun h => Finset.mem_compl.mp h hj
    rw [Finset.compl_erase, Finset.sum_insert hjA, Finset.insert_erase hj]
  have h3 : ∑ i ∈ Aᶜ, ∑ j ∈ A, ψ (insert i (A.erase j)) =
      ∑ j ∈ A, ∑ i ∈ Aᶜ, ψ (insert i (A.erase j)) := Finset.sum_comm
  have hc : (Aᶜ.card : ℂ) = N - A.card := by
    have h := Finset.card_add_card_compl A
    rw [Fintype.card_fin] at h
    rw [eq_sub_iff_add_eq']
    exact_mod_cast h
  change raising N (lowering N ψ) A - lowering N (raising N ψ) A =
    2 * (((N : ℂ) / 2 - A.card) * ψ A)
  rw [h1, h2]
  simp only [Finset.sum_add_distrib, Finset.sum_const, nsmul_eq_mul, hc]
  linear_combination h3

/-- `S-` is the adjoint of `S+`. -/
theorem overlap_raising {N : ℕ} (φ ψ : State N) :
    overlap φ (raising N ψ) = overlap (lowering N φ) ψ := by
  change ∑ A, conj (φ A) * ∑ i ∈ Aᶜ, ψ (insert i A) =
    ∑ B, conj (∑ i ∈ B, φ (B.erase i)) * ψ B
  simp only [map_sum, Finset.mul_sum, Finset.sum_mul]
  rw [Finset.sum_sigma', Finset.sum_sigma']
  refine Finset.sum_bij' (fun p _ => ⟨insert p.2 p.1, p.2⟩)
    (fun p _ => ⟨p.1.erase p.2, p.2⟩) ?_ ?_ ?_ ?_ ?_
  · rintro ⟨A, i⟩ _
    simp
  · rintro ⟨A, i⟩ _
    simp
  · rintro ⟨A, i⟩ h
    have hi : i ∉ A := by simpa using h
    simp only [Finset.erase_insert hi]
  · rintro ⟨A, i⟩ h
    have hi : i ∈ A := by simpa using h
    simp only [Finset.insert_erase hi]
  · rintro ⟨A, i⟩ h
    have hi : i ∉ A := by simpa using h
    simp only [Finset.erase_insert hi]

/-- `S+` removes one down spin and `S-` adds one. -/
theorem ladder_mem_sector (N k : ℕ) :
    (∀ ψ ∈ sector N (k + 1), raising N ψ ∈ sector N k) ∧
      ∀ ψ ∈ sector N k, lowering N ψ ∈ sector N (k + 1) := by
  constructor
  · intro ψ hψ A hA
    refine Finset.sum_eq_zero fun i hi => hψ _ ?_
    rw [Finset.card_insert_of_notMem (Finset.mem_compl.mp hi)]
    omega
  · intro ψ hψ A hA
    refine Finset.sum_eq_zero fun i hi => hψ _ ?_
    have h := Finset.card_erase_add_one hi
    omega

/-- With `M = N/2 - k`, a state of the sector obeys `‖S-ψ‖² = ‖S+ψ‖² + 2M ‖ψ‖²`. -/
theorem overlap_lowering_self {N k : ℕ} {ψ : State N} (hψ : ψ ∈ sector N k) :
    overlap (lowering N ψ) (lowering N ψ) =
      overlap (raising N ψ) (raising N ψ) + ((N : ℂ) - 2 * k) * overlap ψ ψ := by
  have e : raising N (lowering N ψ) =
      lowering N (raising N ψ) + ((N : ℂ) - 2 * k) • ψ := by
    rw [← sub_eq_iff_eq_add', commutator, (mem_sector_iff ψ).mp hψ, smul_smul]
    congr 1
    ring
  have hconj : ∀ φ χ : State N, conj (overlap φ χ) = overlap χ φ := by
    intro φ χ
    simp only [overlap, map_sum, map_mul, Complex.conj_conj, mul_comm]
  have hlin : ∀ (χ : State N) (c : ℂ),
      overlap ψ (χ + c • ψ) = overlap ψ χ + c * overlap ψ ψ := by
    intro χ c
    unfold overlap
    rw [Finset.mul_sum, ← Finset.sum_add_distrib]
    refine Finset.sum_congr rfl fun A _ => ?_
    simp only [Pi.add_apply, Pi.smul_apply, smul_eq_mul]
    ring
  rw [← overlap_raising, e, hlin, ← hconj (lowering N (raising N ψ)) ψ,
    ← overlap_raising, hconj]

/-- For `2k < N`, `S+` maps the sector with `k+1` down spins onto that with `k`. -/
theorem map_raising_sector {N k : ℕ} (h : 2 * k < N) :
    (sector N (k + 1)).map (raising N) = sector N k := by
  obtain ⟨up, down⟩ := ladder_mem_sector N k
  apply le_antisymm
  · rintro _ ⟨ψ, hψ, rfl⟩
    exact up ψ hψ
  · intro φ hφ
    have self : ∀ χ : State N, overlap χ χ = ((∑ A, ‖χ A‖ ^ 2 : ℝ) : ℂ) := by
      intro χ
      simp only [overlap, Complex.conj_mul', Complex.ofReal_sum, Complex.ofReal_pow]
    -- `S+ S-` is an injective, hence surjective, map of the sector to itself
    let T : sector N k →ₗ[ℂ] sector N k :=
      (raising N ∘ₗ lowering N).restrict (fun ψ hψ => up _ (down ψ hψ))
    have hT : Function.Injective T := by
      rw [← LinearMap.ker_eq_bot, LinearMap.ker_eq_bot']
      intro ψ h0
      have h1 : raising N (lowering N ψ.1) = 0 := congrArg Subtype.val h0
      have hz : overlap ψ.1 0 = 0 := by simp [overlap]
      have h2 := overlap_lowering_self ψ.2
      rw [← overlap_raising, h1, hz, self, self] at h2
      have h3 : (0 : ℝ) = ∑ A, ‖raising N ψ.1 A‖ ^ 2 +
          ((N : ℝ) - 2 * k) * ∑ A, ‖ψ.1 A‖ ^ 2 := by exact_mod_cast h2
      have p1 : 0 ≤ ∑ A, ‖raising N ψ.1 A‖ ^ 2 := by positivity
      have p2 : 0 ≤ ∑ A, ‖ψ.1 A‖ ^ 2 := by positivity
      have hN : (0 : ℝ) < (N : ℝ) - 2 * k := sub_pos.mpr (by exact_mod_cast h)
      have z : ∑ A, ‖ψ.1 A‖ ^ 2 = 0 := by
        refine le_antisymm ?_ p2
        by_contra hn
        have := mul_pos hN (not_le.mp hn)
        linarith
      apply Subtype.ext
      funext A
      have hA := (Finset.sum_eq_zero_iff_of_nonneg
        (fun A _ => sq_nonneg ‖ψ.1 A‖)).mp z A (Finset.mem_univ A)
      simpa using hA
    obtain ⟨ψ, hψ⟩ := LinearMap.injective_iff_surjective.mp hT ⟨φ, hφ⟩
    exact ⟨lowering N ψ.1, down _ ψ.2, congrArg Subtype.val hψ⟩

/-- The sector with `k` down spins has dimension `C(N,k)`. -/
theorem finrank_sector (N k : ℕ) : finrank ℂ (sector N k) = N.choose k := by
  let e : sector N k ≃ₗ[ℂ] ({A : Finset (Fin N) // A.card = k} → ℂ) :=
    { toFun := fun ψ A => ψ.1 A.1
      map_add' := fun _ _ => rfl
      map_smul' := fun _ _ => rfl
      invFun := fun f => ⟨fun A => if h : A.card = k then f ⟨A, h⟩ else 0,
        fun A hA => dif_neg hA⟩
      left_inv := fun ψ => by
        apply Subtype.ext
        funext A
        by_cases h : A.card = k
        · exact dif_pos h
        · exact (dif_neg h).trans (ψ.2 A h).symm
      right_inv := fun f => by
        funext A
        exact dif_pos A.2 }
  rw [e.finrank_eq, Module.finrank_fintype_fun_eq_card, Fintype.card_finset_len,
    Fintype.card_fin]

/-- For `k ≤ N`, `S+` maps the sector with `k+1` down spins onto that with `k`
exactly when `2k < N`. -/
theorem map_raising_sector_iff {N k : ℕ} (hk : k ≤ N) :
    (sector N (k + 1)).map (raising N) = sector N k ↔ 2 * k < N := by
  refine ⟨fun h => ?_, map_raising_sector⟩
  have r := Submodule.finrank_map_le (raising N) (sector N (k + 1))
  rw [h, finrank_sector, finrank_sector] at r
  by_contra hn
  have h1 : N - k ≤ k := by omega
  have h2 := Nat.mul_le_mul_right (k + 1) r
  rw [Nat.choose_succ_right_eq] at h2
  have h3 := h2.trans (Nat.mul_le_mul_left (N.choose k) h1)
  have h4 := Nat.le_of_mul_le_mul_left h3 (Nat.choose_pos hk)
  omega

/-- For `2k ≤ N + 1`, the kernel of `S+` in the sector with `k` down spins has
dimension `C(N,k) - C(N,k-1)`, where `C(N,-1) = 0`. -/
theorem finrank_highestWeight (N k : ℕ) (hk : 2 * k ≤ N + 1) :
    (finrank ℂ (highestWeight N k) : ℤ) =
      (N.choose k : ℤ) - (if k = 0 then (0 : ℤ) else (N.choose (k - 1) : ℤ)) := by
  cases k with
  | zero =>
    -- with all spins up there is nothing left to raise
    have ht : highestWeight N 0 = ⊤ := by
      rw [eq_top_iff]
      intro ψ _
      exact LinearMap.mem_ker.mpr (funext fun A => Finset.sum_eq_zero fun i _ =>
        ψ.2 _ (Finset.card_pos.mpr (Finset.insert_nonempty i A)).ne')
    rw [ht, finrank_top, finrank_sector, if_pos rfl, sub_zero]
  | succ k =>
    -- rank plus nullity, with the rank known from surjectivity
    have r := LinearMap.finrank_range_add_finrank_ker
      ((raising N).domRestrict (sector N (k + 1)))
    rw [LinearMap.range_domRestrict, map_raising_sector (by omega), finrank_sector,
      finrank_sector] at r
    unfold highestWeight
    rw [if_neg (Nat.succ_ne_zero k), Nat.add_sub_cancel]
    omega

/-- For `2n` spins one half, the kernel of `S+` in the `M = 0` sector has dimension
`Catalan(n)`. -/
theorem finrank_highestWeight_catalan (n : ℕ) :
    finrank ℂ (highestWeight (2 * n) n) = catalan n := by
  have h := finrank_highestWeight (2 * n) n (by omega)
  have hc := succ_mul_catalan_eq_centralBinom n
  rw [Nat.centralBinom_eq_two_mul_choose] at hc
  cases n with
  | zero =>
    rw [if_pos rfl, Nat.choose_zero_right] at h
    rw [catalan_zero]
    omega
  | succ m =>
    rw [if_neg (Nat.succ_ne_zero m), Nat.add_sub_cancel] at h
    have c := Nat.choose_succ_right_eq (2 * (m + 1)) m
    rw [show 2 * (m + 1) - m = m + 2 by omega] at c
    zify at c hc ⊢
    have hm : (m : ℤ) + 2 ≠ 0 := by positivity
    apply mul_left_cancel₀ hm
    rw [h]
    linear_combination c - hc

end

end SpinHighestWeight
```

```lean
#print axioms SpinHighestWeight.map_raising_sector_iff
-- 'SpinHighestWeight.map_raising_sector_iff' depends on axioms: [propext, Classical.choice, Quot.sound]
#print axioms SpinHighestWeight.finrank_highestWeight_catalan
-- 'SpinHighestWeight.finrank_highestWeight_catalan' depends on axioms: [propext, Classical.choice, Quot.sound]
```

## How the Lean statements match the spin model, and their limits

`State N` is the space of amplitudes on subsets of `Fin N`. `mem_sector_iff` identifies `sector N k` with the $S_z$ eigenspace, and `highestWeight N k` is the kernel inside it. `finrank` is the complex dimension; `finrank_highestWeight` compares integers, so the subtraction is not truncated.

In `commutator`, `h1` and `h2` split off the restored configuration and `h3` exchanges the remaining sums. `overlap_raising` reindexes with `Finset.sum_bij'`, and `overlap_lowering_self` is the norm identity. In `map_raising_sector`, `T` is $S_+S_-$ on the sector. `finrank_sector` identifies a sector with functions on $k$-element sets; `finrank_highestWeight` then applies rank–nullity, and `finrank_highestWeight_catalan` does the binomial algebra.

The theorems fix a dimension but construct no basis of spin eigenfunctions, and they say nothing about spatial orbitals or rounding error. The dimension formula should not be used for $2k>N+1$: with $k\le N$ it would give a negative number.
